# A symmetric linearized coupled-cluster equation fixes its energy whenever it is solvable

As a bond is stretched, excited configurations can come down in energy towards the reference determinant Φ₀. In linearized coupled cluster with doubles, or CEPA(0), the amplitudes t of the doubly excited determinants Φᵢ obey

b + A t = 0, with bᵢ = ⟨Φᵢ|H|Φ₀⟩ and Aᵢⱼ = ⟨Φᵢ|H − E₀|Φⱼ⟩,

where H is the Hamiltonian and E₀ = ⟨Φ₀|H|Φ₀⟩. The correlation energy is ⟨b, t⟩, which is b · t for real quantities. At some geometry an eigenvalue of A may pass through zero. A then has no inverse, and the equation has either no solution or infinitely many. Is the energy still determined?

For symmetric A in finite dimension, it is, whenever a solution exists. The A above is symmetric, or Hermitian for complex quantities, because H is Hermitian. The theorems take A and b as given and do not derive them from a Hamiltonian.

## The equation and its zero modes

```lean
import Mathlib

open Matrix
open scoped InnerProductSpace

namespace LinearizedCoupledCluster

variable {𝕜 E : Type*} [RCLike 𝕜] [NormedAddCommGroup E] [InnerProductSpace 𝕜 E]
```

The first line loads the mathematical library Mathlib. The `variable` line says that the scalars `𝕜` are the real or complex numbers and that the amplitude vectors live in an inner product space `E` over them. The inner product, written `⟪x, y⟫_𝕜` in Lean and ⟨x, y⟩ here, is conjugate-linear in its first argument, as in Dirac notation.

```lean
/-- The amplitudes `t` solve the linearized coupled-cluster equation `b + A t = 0`. -/
def IsSolution (A : E →ₗ[𝕜] E) (b t : E) : Prop := b + A t = 0
```

`A : E →ₗ[𝕜] E` is a linear map from amplitudes to amplitudes. `IsSolution A b t` is a name for the statement b + A t = 0. Nothing in it requires A to be invertible.

```lean
/-- Two solutions of the linearized equation differ by a vector that `A` annihilates. -/
theorem difference_in_kernel {A : E →ₗ[𝕜] E} {b t t' : E}
    (ht : IsSolution A b t) (ht' : IsSolution A b t') : A (t' - t) = 0 := by
  have e : b + A t' = b + A t := Eq.trans ht' (Eq.symm ht)
  rw [map_sub, add_left_cancel e, sub_self]
```

The braces and parentheses hold the data and hypotheses, the statement follows the last colon, and the proof follows `:= by`. If t and t' are both solutions, then b + A t' = b + A t. Cancelling b gives

A (t' − t) = A t' − A t = 0.

The line starting with `rw`, which rewrites with known equations, does this. A vector z with A z = 0 is called a zero mode; the zero modes form the kernel of A.

```lean
/-- If the linearized equation with symmetric `A` has a solution, the coupling vector `b` is
orthogonal to every zero mode of `A`. -/
theorem coupling_orthogonal_kernel {A : E →ₗ[𝕜] E} (hA : A.IsSymmetric) {b t z : E}
    (ht : IsSolution A b t) (hz : A z = 0) : ⟪b, z⟫_𝕜 = 0 := by
  have hb : b = -A t := eq_neg_of_add_eq_zero_left ht
  -- symmetry moves `A` onto the zero mode
  rw [hb, inner_neg_left, hA t z, hz, inner_zero_right, neg_zero]
```

`A.IsSymmetric` means ⟨A x, y⟩ = ⟨x, A y⟩ for all x and y: a symmetric matrix in the real case, a Hermitian one in the complex case. Given a solution t and a zero mode z, we have b = −A t, so

⟨b, z⟩ = −⟨A t, z⟩ = −⟨t, A z⟩ = 0.

The final `rw` follows this chain from left to right. When A is symmetric, a solvable equation therefore has no coupling between the reference and the zero modes.

## When a solution exists

```lean
/-- In finite dimension, the linearized equation with symmetric `A` is solvable if and only if the
coupling vector is orthogonal to the kernel of `A`. -/
theorem solvable_iff [FiniteDimensional 𝕜 E] {A : E →ₗ[𝕜] E} (hA : A.IsSymmetric) (b : E) :
    (∃ t, IsSolution A b t) ↔ ∀ z, A z = 0 → ⟪b, z⟫_𝕜 = 0 := by
  constructor
  · rintro ⟨t, ht⟩ z hz
    exact coupling_orthogonal_kernel hA ht hz
  · intro h
    -- split `b` into a part in the range of `A` and a part `q` orthogonal to it
    obtain ⟨y, hy, q, hq, hb⟩ := (LinearMap.range A).exists_add_mem_mem_orthogonal b
    have hAq : A q = 0 := by
      have h1 : ⟪A (A q), q⟫_𝕜 = 0 :=
        (Submodule.mem_orthogonal _ _).1 hq _ (LinearMap.mem_range_self A (A q))
      rw [hA (A q) q] at h1
      exact inner_self_eq_zero.1 h1
    -- `q` is a zero mode, so `b` has no component along it
    have hq0 : q = 0 := by
      have h2 := h q hAq
      have h3 : ⟪y, q⟫_𝕜 = 0 := (Submodule.mem_orthogonal _ _).1 hq y hy
      rw [hb, inner_add_left, h3, zero_add] at h2
      exact inner_self_eq_zero.1 h2
    obtain ⟨s, hs⟩ := hy
    refine ⟨-s, ?_⟩
    unfold IsSolution
    rw [hb, hq0, map_neg, hs, add_zero, add_neg_cancel]
```

The symbol `↔` is "if and only if", and `constructor` splits it into its two directions. The first is the previous theorem. For the second, suppose that b is orthogonal to every zero mode, and write

b = y + q, with y in the range of A and q orthogonal to that range.

Finite dimension guarantees this splitting. Since A(A q) lies in the range,

0 = ⟨A(A q), q⟩ = ⟨A q, A q⟩,

so A q = 0. Thus q is a zero mode, and by assumption

0 = ⟨b, q⟩ = ⟨y, q⟩ + ⟨q, q⟩ = ⟨q, q⟩.

Hence q = 0 and b = y = A s for some s, and t = −s solves the equation. The Lean names `hAq` and `hq0` label the two intermediate results A q = 0 and q = 0.

## What all solutions agree on

```lean
/-- Given one solution `t`, the linear property `⟨c, t⟩` has the same value for all solutions
if and only if `c` is orthogonal to the kernel of `A`. -/
theorem property_unique_iff {A : E →ₗ[𝕜] E} {b t : E} (ht : IsSolution A b t) (c : E) :
    (∀ t', IsSolution A b t' → ⟪c, t'⟫_𝕜 = ⟪c, t⟫_𝕜) ↔ ∀ z, A z = 0 → ⟪c, z⟫_𝕜 = 0 := by
  constructor
  · intro h z hz
    -- adding a zero mode to a solution gives another solution
    have hs : IsSolution A b (t + z) := by
      unfold IsSolution
      rw [map_add, hz, add_zero]
      exact ht
    have h1 := h (t + z) hs
    rw [inner_add_right] at h1
    linear_combination h1
  · intro h t' ht'
    have h1 := h _ (difference_in_kernel ht ht')
    rw [inner_sub_right] at h1
    exact sub_eq_zero.1 h1
```

Here c is any fixed vector, and ⟨c, t⟩ is a property linear in the amplitudes. If z is a zero mode, t + z is also a solution. Equal values for t and t + z give ⟨c, z⟩ = 0. Conversely, if c is orthogonal to the kernel, then ⟨c, t' − t⟩ = 0 for any other solution t', because t' − t is a zero mode. This argument needs no symmetry of A.

```lean
/-- For a symmetric, possibly singular `A` in finite dimension, the linearized equation is solvable
if and only if `b` is orthogonal to the kernel of `A`, and all solutions have the same energy `⟨b,
t⟩`. -/
theorem solvable_iff_and_energy_unique [FiniteDimensional 𝕜 E] {A : E →ₗ[𝕜] E}
    (hA : A.IsSymmetric) (b : E) :
    ((∃ t, IsSolution A b t) ↔ ∀ z, A z = 0 → ⟪b, z⟫_𝕜 = 0) ∧
      ∀ t t', IsSolution A b t → IsSolution A b t' → ⟪b, t⟫_𝕜 = ⟪b, t'⟫_𝕜 :=
  ⟨solvable_iff hA b, fun t _ ht ht' =>
    (property_unique_iff ht' b).2 (fun _ hz => coupling_orthogonal_kernel hA ht' hz) t ht⟩
```

The symbol `∧` joins the solvability criterion to the uniqueness of the energy. The second part is the case c = b: by symmetry b is orthogonal to the zero mode t − t', so

⟨b, t⟩ − ⟨b, t'⟩ = ⟨b, t − t'⟩ = 0.

Individual amplitudes may still differ between solutions.

For real amplitudes and symmetric A, the solutions are also the stationary points of the functional J(t) = 2⟨b, t⟩ + ⟨t, A t⟩, and the value of J at each of them is the energy ⟨b, t⟩.

```lean
/-- In finite dimension, if the linearized equation is solvable, exactly one of its solutions is
orthogonal to all zero modes of `A`. -/
theorem existsUnique_solution_orthogonal_kernel [FiniteDimensional 𝕜 E] {A : E →ₗ[𝕜] E} {b : E}
    (h : ∃ t, IsSolution A b t) :
    ∃! t, IsSolution A b t ∧ ∀ z, A z = 0 → ⟪z, t⟫_𝕜 = 0 := by
  obtain ⟨t, ht⟩ := h
  -- remove from `t` its component in the kernel
  obtain ⟨y, hy, q, hq, e⟩ := (LinearMap.ker A).exists_add_mem_mem_orthogonal t
  have hqo : ∀ z, A z = 0 → ⟪z, q⟫_𝕜 = 0 := fun z hz =>
    (Submodule.mem_orthogonal _ _).1 hq z (LinearMap.mem_ker.2 hz)
  have hqs : IsSolution A b q := by
    unfold IsSolution at ht ⊢
    rw [e, map_add, LinearMap.mem_ker.1 hy, zero_add] at ht
    exact ht
  refine ⟨q, ⟨hqs, hqo⟩, ?_⟩
  rintro s ⟨hs, hso⟩
  -- the difference of two such solutions is orthogonal to itself
  have hd := difference_in_kernel hqs hs
  have h0 : ⟪s - q, s - q⟫_𝕜 = 0 := by
    rw [inner_sub_right, hso _ hd, hqo _ hd, sub_zero]
  exact sub_eq_zero.1 (inner_self_eq_zero.1 h0)
```

`∃!` means "there is exactly one". Starting from any solution t, remove its component y in the kernel. The remainder q satisfies A q = A t, so it is still a solution, and it is orthogonal to all zero modes. If s is another such solution, s − q is a zero mode and both s and q are orthogonal to it, so

⟨s − q, s − q⟩ = 0

and s = q. This selects one set of amplitudes even when A is singular, again without assuming symmetry.

## Real matrices, and a case without symmetry

```lean
/-- For a real symmetric matrix `A`, the equation `b + A t = 0` is solvable if and only if `b` is
orthogonal to the kernel of `A`, and all solutions have the same energy `b · t`. -/
theorem real_symmetric_matrix {n : Type*} [Fintype n] [DecidableEq n]
    {A : Matrix n n ℝ} (hA : A.IsSymm) (b : n → ℝ) :
    ((∃ t, b + A *ᵥ t = 0) ↔ ∀ z, A *ᵥ z = 0 → b ⬝ᵥ z = 0) ∧
      ∀ t t', b + A *ᵥ t = 0 → b + A *ᵥ t' = 0 → b ⬝ᵥ t = b ⬝ᵥ t' := by
  -- translate between column vectors and Euclidean space
  have hin : ∀ x y : n → ℝ, ⟪WithLp.toLp 2 x, WithLp.toLp 2 y⟫_ℝ = x ⬝ᵥ y := by
    intro x y
    simp [PiLp.inner_apply, dotProduct, mul_comm]
  have hS : (Matrix.toEuclideanLin A).IsSymmetric := by
    intro x y
    change ⟪WithLp.toLp 2 (A *ᵥ x.ofLp), WithLp.toLp 2 y.ofLp⟫_ℝ =
      ⟪WithLp.toLp 2 x.ofLp, WithLp.toLp 2 (A *ᵥ y.ofLp)⟫_ℝ
    rw [hin, hin, Matrix.dotProduct_mulVec, ← Matrix.mulVec_transpose, hA.eq]
  have hsol : ∀ t : n → ℝ, b + A *ᵥ t = 0 →
      IsSolution (Matrix.toEuclideanLin A) (WithLp.toLp 2 b) (WithLp.toLp 2 t) :=
    fun t ht => congrArg (WithLp.toLp 2) ht
  obtain ⟨h1, h2⟩ := solvable_iff_and_energy_unique hS (WithLp.toLp 2 b)
  refine ⟨⟨?_, ?_⟩, ?_⟩
  · rintro ⟨t, ht⟩ z hz
    rw [← hin]
    exact h1.1 ⟨_, hsol t ht⟩ _ (congrArg (WithLp.toLp 2) hz)
  · intro h
    obtain ⟨t, ht⟩ := h1.2 (fun z hz => by
      have h3 := h z.ofLp (congrArg WithLp.ofLp hz)
      rw [← hin] at h3
      exact h3)
    exact ⟨t.ofLp, congrArg WithLp.ofLp ht⟩
  · intro t t' ht ht'
    rw [← hin, ← hin]
    exact h2 _ _ (hsol t ht) (hsol t' ht')
```

This is the result in matrix form: `A *ᵥ t` is matrix times vector, `b ⬝ᵥ t` is the dot product, and `A.IsSymm` says that A equals its transpose. The proof regards columns of numbers as Euclidean vectors (`WithLp.toLp 2`), checks that inner product and symmetry carry over (`hin`, `hS`), and applies the general theorem.

For a numerical instance, take A with rows (1, 2) and (2, 4), and b = (1, 2). The kernel is spanned by z = (2, −1), and b · z = 0. The equation reduces to t₁ + 2t₂ = −1. Three solutions are

(−1, 0), (1, −1) and (−1/5, −2/5),

all with energy b · t = −1. The last is the one orthogonal to z. With b = (1, 0) instead, b · z = 2, and the two rows demand t₁ + 2t₂ = −1 and t₁ + 2t₂ = 0, so there is no solution.

```lean
/-- For the non-symmetric matrix `[[0, 1], [0, 0]]` and `b = (1, 0)`, the linearized equation has
solutions of every real energy `e`. -/
theorem nonsymmetric_energy_arbitrary (e : ℝ) :
    ∃ t : Fin 2 → ℝ, ![1, 0] + !![0, 1; 0, 0] *ᵥ t = 0 ∧ ![1, 0] ⬝ᵥ t = e := by
  refine ⟨![e, -1], ?_, ?_⟩
  · ext i
    fin_cases i <;> simp
  · simp [dotProduct, Fin.sum_univ_succ]

end LinearizedCoupledCluster
```

Without symmetry the conclusion can fail. For A with rows (0, 1) and (0, 0), and b = (1, 0), the vector t = (e, −1) gives A t = (−1, 0), so it solves the equation, and its energy is b · t = e for any real e we like. Here (1, 0) is a zero mode that is not orthogonal to b, so the solvability criterion fails as well. In the proof, `fin_cases` checks the two components one at a time.

```lean
#print axioms LinearizedCoupledCluster.solvable_iff_and_energy_unique
#print axioms LinearizedCoupledCluster.existsUnique_solution_orthogonal_kernel
#print axioms LinearizedCoupledCluster.real_symmetric_matrix
#print axioms LinearizedCoupledCluster.nonsymmetric_energy_arbitrary
```

```
'LinearizedCoupledCluster.solvable_iff_and_energy_unique' depends on axioms: [propext, Classical.choice, Quot.sound]
'LinearizedCoupledCluster.existsUnique_solution_orthogonal_kernel' depends on axioms: [propext, Classical.choice, Quot.sound]
'LinearizedCoupledCluster.real_symmetric_matrix' depends on axioms: [propext, Classical.choice, Quot.sound]
'LinearizedCoupledCluster.nonsymmetric_energy_arbitrary' depends on axioms: [propext, Classical.choice, Quot.sound]
```
